# Two-sided Lanczos vectors are biorthogonal as long as no pairing \(w_j^Tv_j\) vanishes

## Vectors, pairing and recurrences

Let \(K\) be a field, \(A\) a square matrix over \(K\) with a finite index set `n`, and \(p,q\) two starting vectors. Vectors are functions `n → K`. The pairing is the bilinear form \(x^Ty=\sum_k x_ky_k\), written `⬝ᵥ`, and `*ᵥ` applies a matrix to a vector. There is no complex conjugation: over \(\mathbb C\), the components of a bra are those of \(w^T\) itself.

In Lean 4 with Mathlib:

```lean
import Mathlib

open Matrix

namespace TwoSidedLanczos

noncomputable section
```

The iteration produces right vectors \(v_j\) and left vectors \(w_j\). Each three-term recurrence needs the current vector and the one before it, so a state holds four vectors.

```lean
/-- The current and previous right vectors `v` and left vectors `w` of the iteration. -/
structure State (n K : Type*) where
  vPrev : n → K
  v : n → K
  wPrev : n → K
  w : n → K
```

Write \(d_j=w_j^Tv_j\). The first coefficient is the two-sided analogue of a Rayleigh quotient,
\[
a_j=\frac{w_j^TAv_j}{d_j}.
\]

```lean
variable {n K : Type*} [Fintype n] [Field K]

/-- The diagonal coefficient `a = wᵀ A v / wᵀ v`. -/
def State.alpha (s : State n K) (A : Matrix n n K) : K :=
  (s.w ⬝ᵥ A *ᵥ s.v) / (s.w ⬝ᵥ s.v)
```

The second compares successive pairings, \(c_j=d_j/d_{j-1}\).

```lean
/-- The coefficient `c`, the ratio of the current pairing `wᵀ v` to the previous one. -/
def State.gamma (s : State n K) : K :=
  (s.w ⬝ᵥ s.v) / (s.wPrev ⬝ᵥ s.vPrev)
```

Exchanging left and right vectors will halve the proof of biorthogonality later.

```lean
/-- The same state with the roles of left and right vectors exchanged. -/
def State.swap (s : State n K) : State n K := ⟨s.wPrev, s.w, s.vPrev, s.v⟩
```

One step uses the same coefficients on both sides and does not normalise:
\[
v_{j+1}=Av_j-a_jv_j-c_jv_{j-1},\qquad
w_{j+1}=A^Tw_j-a_jw_j-c_jw_{j-1}.
\]

```lean
/-- One step of the two three-term recurrences, with `A` on the right and `Aᵀ` on the left. -/
def step (A : Matrix n n K) (s : State n K) : State n K where
  vPrev := s.v
  v := A *ᵥ s.v - s.alpha A • s.v - s.gamma • s.vPrev
  wPrev := s.w
  w := Aᵀ *ᵥ s.w - s.alpha A • s.w - s.gamma • s.wPrev
```

The start is \(v_0=p\), \(w_0=q\), \(v_{-1}=w_{-1}=0\). The ratio \(c_0\) has denominator zero, but it only multiplies zero vectors. The sequences are thus computed from \(A,p,q\), and nothing about them is assumed beyond the condition on \(d_j\) below.

```lean
/-- The two-sided Lanczos iteration started from `v₀ = p` and `w₀ = q`,
with zero previous vectors. -/
def lanczos (A : Matrix n n K) (p q : n → K) : ℕ → State n K
  | 0 => ⟨0, p, 0, q⟩
  | j + 1 => step A (lanczos A p q j)
```

Biorthogonality up to \(m\) means \(w_i^Tv_j=0\) for all \(i,j\le m\) with \(i\neq j\).

```lean
/-- Left and right vectors with distinct indices up to `m` are orthogonal. -/
def Biorthogonal (A : Matrix n n K) (p q : n → K) (m : ℕ) : Prop :=
  ∀ i ≤ m, ∀ j ≤ m, i ≠ j → (lanczos A p q i).w ⬝ᵥ (lanczos A p q j).v = 0
```

## Exchanging left and right

The transpose is the adjoint for this pairing: \((A^Tx)^Ty=x^TAy\).

```lean
/-- The transpose moves a matrix from one side of the bilinear pairing to the other. -/
theorem transpose_pair (A : Matrix n n K) (x y : n → K) :
    (Aᵀ *ᵥ x) ⬝ᵥ y = x ⬝ᵥ A *ᵥ y := by
  rw [Matrix.mulVec_transpose, Matrix.dotProduct_mulVec]
```

Now run the iteration on \(A^T\) with \(p\) and \(q\) exchanged. The coefficients do not change, because
\[
\frac{v_j^TA^Tw_j}{v_j^Tw_j}=\frac{w_j^TAv_j}{w_j^Tv_j}
\]
and \(v_j^Tw_j=w_j^Tv_j\). The two recurrences therefore trade places. In the proof, `key` establishes this for a single step from any state, and induction on \(j\) carries it along the sequence.

```lean
/-- Running the iteration on `Aᵀ` with exchanged starting vectors exchanges the
left and right sequences. -/
theorem lanczos_transpose (A : Matrix n n K) (p q : n → K) (j : ℕ) :
    lanczos Aᵀ q p j = (lanczos A p q j).swap := by
  induction j with
  | zero => rfl
  | succ j ih =>
    have key : ∀ s : State n K, step Aᵀ s.swap = (step A s).swap := by
      intro s
      have ha : s.swap.alpha Aᵀ = s.alpha A := by
        simp only [State.alpha, State.swap]
        rw [dotProduct_comm s.v (Aᵀ *ᵥ s.w), transpose_pair, dotProduct_comm s.v s.w]
      have hc : s.swap.gamma = s.gamma := by
        simp only [State.gamma, State.swap]
        rw [dotProduct_comm s.v s.w, dotProduct_comm s.vPrev s.wPrev]
      unfold step
      rw [ha, hc]
      simp [State.swap]
    change step Aᵀ (lanczos Aᵀ q p j) = (step A (lanczos A p q j)).swap
    rw [ih, key]
```

## Scalar recurrences

Pairing the right recurrence with an arbitrary \(x\) gives
\[
x^Tv_{j+1}=x^TAv_j-a_j\,x^Tv_j-c_j\,x^Tv_{j-1}.
\]

```lean
/-- The right recurrence paired with an arbitrary vector `x`. -/
theorem pair_succ_right (A : Matrix n n K) (p q : n → K) (j : ℕ) (x : n → K) :
    x ⬝ᵥ (lanczos A p q (j + 1)).v = x ⬝ᵥ A *ᵥ (lanczos A p q j).v
      - (lanczos A p q j).alpha A * (x ⬝ᵥ (lanczos A p q j).v)
      - (lanczos A p q j).gamma * (x ⬝ᵥ (lanczos A p q j).vPrev) := by
  simp only [lanczos, step, dotProduct_sub, dotProduct_smul, smul_eq_mul]
```

The left recurrence gives, after \(A^T\) is moved across the pairing,
\[
w_{i+1}^Tx=w_i^TAx-a_i\,w_i^Tx-c_i\,w_{i-1}^Tx.
\]

```lean
/-- The left recurrence paired with an arbitrary vector `x`. -/
theorem pair_succ_left (A : Matrix n n K) (p q : n → K) (i : ℕ) (x : n → K) :
    (lanczos A p q (i + 1)).w ⬝ᵥ x = (lanczos A p q i).w ⬝ᵥ A *ᵥ x
      - (lanczos A p q i).alpha A * ((lanczos A p q i).w ⬝ᵥ x)
      - (lanczos A p q i).gamma * ((lanczos A p q i).wPrev ⬝ᵥ x) := by
  simp only [lanczos, step, sub_dotProduct, smul_dotProduct, smul_eq_mul, transpose_pair]
```

Terms with a previous vector drop out under biorthogonality up to \(m\). If \(i\le j\le m\), then \(w_{i-1}^Tv_j=0\): for \(i=0\) the left vector is zero, and otherwise the indices differ.

```lean
private theorem prev_left {A : Matrix n n K} {p q : n → K} {m i j : ℕ}
    (h : Biorthogonal A p q m) (hij : i ≤ j) (hj : j ≤ m) :
    (lanczos A p q i).wPrev ⬝ᵥ (lanczos A p q j).v = 0 := by
  cases i with
  | zero => exact zero_dotProduct _
  | succ i => exact h i (by omega) j hj (by omega)
```

Likewise \(w_i^Tv_{j-1}=0\) if \(j\le i\le m\).

```lean
private theorem prev_right {A : Matrix n n K} {p q : n → K} {m i j : ℕ}
    (h : Biorthogonal A p q m) (hji : j ≤ i) (hi : i ≤ m) :
    (lanczos A p q i).w ⬝ᵥ (lanczos A p q j).vPrev = 0 := by
  cases j with
  | zero => exact dotProduct_zero _
  | succ j => exact h i hi j (by omega) (by omega)
```

## The next right vector

Suppose biorthogonality holds up to \(m\) and \(d_j\ne0\) for all \(j\le m\). For \(i\le m\),
\[
w_i^Tv_{m+1}=w_i^TAv_m-a_m\,w_i^Tv_m-c_m\,w_i^Tv_{m-1}.
\]

For \(i=m\) the last term vanishes and \(a_md_m=w_m^TAv_m\), so the result is zero.

For \(i<m\) the middle term vanishes. The left recurrence paired with \(v_m\) turns the first term into
\[
w_i^TAv_m=w_{i+1}^Tv_m+a_i\,w_i^Tv_m+c_i\,w_{i-1}^Tv_m=w_{i+1}^Tv_m .
\]
If \(i=m-1\), this equals \(d_m\), and the remaining term is \(c_md_{m-1}=d_m\), so they cancel. If \(i<m-1\), both \(w_{i+1}^Tv_m\) and \(w_i^Tv_{m-1}\) are zero.

In the code, `e` is the right recurrence and `f` the left one. The identities `ha` and `hc` are \(a_md_m=w_m^TAv_m\) and \(c_md_{m-1}=d_m\), the two places where a nonzero pairing is needed. When \(i<m\), the code writes \(m=k+1\). Each `linear_combination` performs the final cancellation.

```lean
/-- If biorthogonality holds up to `m` and no pairing up to `m` vanishes, the next right
vector is orthogonal to all left vectors up to `m`. -/
theorem next_right_orthogonal (A : Matrix n n K) (p q : n → K) (m : ℕ)
    (hd : ∀ j ≤ m, (lanczos A p q j).w ⬝ᵥ (lanczos A p q j).v ≠ 0)
    (h : Biorthogonal A p q m) :
    ∀ i ≤ m, (lanczos A p q i).w ⬝ᵥ (lanczos A p q (m + 1)).v = 0 := by
  intro i hi
  have e := pair_succ_right A p q m (lanczos A p q i).w
  rcases hi.eq_or_lt with hm | hlt
  · -- the diagonal coefficient removes the component along the current vector
    rw [hm] at e ⊢
    have ha : (lanczos A p q m).alpha A * ((lanczos A p q m).w ⬝ᵥ (lanczos A p q m).v)
        = (lanczos A p q m).w ⬝ᵥ A *ᵥ (lanczos A p q m).v :=
      div_mul_cancel₀ _ (hd m le_rfl)
    rw [prev_right h le_rfl le_rfl] at e
    linear_combination e - ha
  · obtain ⟨k, rfl⟩ : ∃ k, m = k + 1 := ⟨m - 1, by omega⟩
    -- move `A` onto the left vector and use the left recurrence
    have f := pair_succ_left A p q i (lanczos A p q (k + 1)).v
    have h3 : (lanczos A p q (k + 1)).vPrev = (lanczos A p q k).v := rfl
    have hc : (lanczos A p q (k + 1)).gamma * ((lanczos A p q k).w ⬝ᵥ (lanczos A p q k).v)
        = (lanczos A p q (k + 1)).w ⬝ᵥ (lanczos A p q (k + 1)).v :=
      div_mul_cancel₀ _ (hd k (by omega))
    have h1 := h i hi (k + 1) le_rfl (by omega)
    rw [h1, h3] at e
    rw [h1, prev_left h hi le_rfl] at f
    rcases eq_or_ne i k with rfl | hik
    · linear_combination e - f - hc
    · rw [h (i + 1) (by omega) (k + 1) le_rfl (by omega)] at f
      rw [h i hi k (by omega) hik] at e
      linear_combination e - f
```

## Biorthogonality

The main theorem says: for every field, matrix, pair of starting vectors and \(m\), if \(d_j\neq0\) for all \(j<m\), then \(w_i^Tv_j=0\) for all distinct \(i,j\le m\). The last pairing \(d_m\) may vanish.

The condition says that each left vector overlaps its right partner. It is assumed, not derived from \(A,p,q\): \(v_j\) and \(w_j\) are in general different vectors, and over \(\mathbb C\) even \(x^Tx\) can vanish for a nonzero \(x\), so \(d_j\) can be zero while \(v_j\) and \(w_j\) are both nonzero. The recurrence then breaks down, and remedies for that are not treated here.

The proof is by induction. At \(m=0\) there are no distinct indices. In the step from \(m\) to \(m+1\), `P` covers the old pairs and `R` gives \(w_i^Tv_{m+1}=0\). `L` applies the same lemma to \(A^T\) with exchanged starting vectors, which gives \(w_{m+1}^Tv_j=0\).

```lean
/-- Biorthogonality of two-sided Lanczos: if `w_jᵀ v_j ≠ 0` for all `j < m`, then
`w_iᵀ v_j = 0` for all distinct `i, j ≤ m`. -/
theorem lanczos_biorthogonal (A : Matrix n n K) (p q : n → K) (m : ℕ)
    (hd : ∀ j < m, (lanczos A p q j).w ⬝ᵥ (lanczos A p q j).v ≠ 0) :
    ∀ i ≤ m, ∀ j ≤ m, i ≠ j → (lanczos A p q i).w ⬝ᵥ (lanczos A p q j).v = 0 := by
  induction m with
  | zero => intro i hi j hj hij; omega
  | succ m ih =>
    have P := ih (fun j hj => hd j (by omega))
    have R := next_right_orthogonal A p q m (fun j hj => hd j (by omega)) P
    -- the left half is the right half of the transposed problem
    have L := next_right_orthogonal Aᵀ q p m
      (fun j hj => by
        simp only [lanczos_transpose, State.swap]
        rw [dotProduct_comm]
        exact hd j (by omega))
      (fun i hi j hj hij => by
        simp only [lanczos_transpose, State.swap]
        rw [dotProduct_comm]
        exact P j hj i hi hij.symm)
    simp only [lanczos_transpose, State.swap] at L
    intro i hi j hj hij
    by_cases h1 : i = m + 1
    · rw [h1, dotProduct_comm]
      exact L j (by omega)
    · by_cases h2 : j = m + 1
      · rw [h2]
        exact R i (by omega)
      · exact P i (by omega) j (by omega) hij
```

The Hermitian limit over \(\mathbb C\) follows directly from the recurrences. If \(A^\dagger=A\) and \(q=\bar p\), then \(a_j\) and \(c_j\) are real and \(w_j=\bar v_j\) for all \(j\). Hence \(d_j=\lVert v_j\rVert^2\), which vanishes only with \(v_j\), and biorthogonality becomes ordinary orthogonality.

## The projected matrix

Under the same condition, \(w_i^TAv_j=0\) whenever \(i,j\le m\) differ by more than one. If \(i+1<j\), the left recurrence expresses the entry through pairings of \(v_j\) with \(w_{i+1}\), \(w_i\) and \(w_{i-1}\), all zero. If \(j+1<i\), the right recurrence does the same. For neighbours with \(j<m\), one term survives:
\[
w_{j+1}^TAv_j=w_j^TAv_{j+1}=d_{j+1}.
\]

These entries belong to unnormalised vectors. Where \(d_i\ne0\), dividing row \(i\) by \(d_i\) gives a tridiagonal matrix with \(a_j\) on the diagonal, \(1\) below it and \(c_{j+1}\) above it, in row \(j\). For a finite non-Hermitian matrix, such as a discretised linear-response operator or effective Hamiltonian, the eigenvalues of this small matrix, built before any breakdown, serve as approximations to eigenvalues of \(A\). How good they are, and how rounding erodes biorthogonality, are separate questions.

```lean
/-- If `w_jᵀ v_j ≠ 0` for all `j < m`, then for indices up to `m` the entry `w_iᵀ A v_j` vanishes
when `i` and `j` differ by more than one, and the two entries with indices `j` and `j + 1` both
equal `w_(j+1)ᵀ v_(j+1)`. -/
theorem projected_tridiagonal (A : Matrix n n K) (p q : n → K) (m : ℕ)
    (hd : ∀ j < m, (lanczos A p q j).w ⬝ᵥ (lanczos A p q j).v ≠ 0) :
    (∀ i ≤ m, ∀ j ≤ m, (i + 1 < j ∨ j + 1 < i) →
      (lanczos A p q i).w ⬝ᵥ A *ᵥ (lanczos A p q j).v = 0) ∧
    (∀ j < m,
      (lanczos A p q (j + 1)).w ⬝ᵥ A *ᵥ (lanczos A p q j).v
        = (lanczos A p q (j + 1)).w ⬝ᵥ (lanczos A p q (j + 1)).v ∧
      (lanczos A p q j).w ⬝ᵥ A *ᵥ (lanczos A p q (j + 1)).v
        = (lanczos A p q (j + 1)).w ⬝ᵥ (lanczos A p q (j + 1)).v) := by
  have h : Biorthogonal A p q m := lanczos_biorthogonal A p q m hd
  constructor
  · rintro i hi j hj (hij | hij)
    · have f := pair_succ_left A p q i (lanczos A p q j).v
      rw [h (i + 1) (by omega) j hj (by omega), h i hi j hj (by omega),
        prev_left h (by omega) hj] at f
      linear_combination -f
    · have e := pair_succ_right A p q j (lanczos A p q i).w
      rw [h i hi (j + 1) (by omega) (by omega), h i hi j hj (by omega),
        prev_right h (by omega) hi] at e
      linear_combination -e
  · intro j hj
    have e := pair_succ_right A p q j (lanczos A p q (j + 1)).w
    have f := pair_succ_left A p q j (lanczos A p q (j + 1)).v
    rw [h (j + 1) hj j hj.le (by omega), prev_right h (by omega) hj] at e
    rw [h j hj.le (j + 1) hj (by omega), prev_left h (by omega) hj] at f
    exact ⟨by linear_combination -e, by linear_combination -f⟩
```

## Termination in dimension \(N\)

Let \(A\) be \(N\times N\) with \(d_0,\dots,d_{N-1}\) all nonzero. Put \(w_0^T,\dots,w_{N-1}^T\) into the rows of \(W\) and \(v_0,\dots,v_{N-1}\) into the columns of \(V\). Biorthogonality gives
\[
WV=\operatorname{diag}(d_0,\dots,d_{N-1}),\qquad
\det W\,\det V=\prod_{j<N}d_j\neq0 .
\]
Both matrices are therefore nonsingular. Since \(Wv_N=0\) and \(w_N^TV=0\), both \(v_N\) and \(w_N\) are zero. The code follows this route: `hWV` is the diagonal product, `hdet` the determinant statement, and the last two blocks solve the homogeneous systems.

```lean
/-- In dimension `N`, if the first `N` pairings are nonzero, then both Lanczos vectors
with index `N` vanish. -/
theorem finite_termination {N : ℕ} (A : Matrix (Fin N) (Fin N) K) (p q : Fin N → K)
    (hd : ∀ j < N, (lanczos A p q j).w ⬝ᵥ (lanczos A p q j).v ≠ 0) :
    (lanczos A p q N).v = 0 ∧ (lanczos A p q N).w = 0 := by
  have h := lanczos_biorthogonal A p q N hd
  let W : Matrix (Fin N) (Fin N) K := Matrix.of fun i x => (lanczos A p q i).w x
  let V : Matrix (Fin N) (Fin N) K := Matrix.of fun x j => (lanczos A p q j).v x
  -- the left and right vectors form matrices with a nonsingular diagonal product
  have hWV : W * V = Matrix.diagonal
      fun j : Fin N => (lanczos A p q j).w ⬝ᵥ (lanczos A p q j).v := by
    ext i j
    by_cases hij : i = j
    · subst hij
      rw [Matrix.diagonal_apply_eq]
      rfl
    · rw [Matrix.diagonal_apply_ne _ hij]
      exact h i i.2.le j j.2.le (fun e => hij (Fin.ext e))
  have hdet : W.det * V.det ≠ 0 := by
    rw [← Matrix.det_mul, hWV, Matrix.det_diagonal]
    exact Finset.prod_ne_zero_iff.2 fun j _ => hd j j.2
  constructor
  · apply Matrix.eq_zero_of_mulVec_eq_zero (left_ne_zero_of_mul hdet)
    funext i
    exact h i i.2.le N le_rfl i.2.ne
  · apply Matrix.eq_zero_of_vecMul_eq_zero (right_ne_zero_of_mul hdet)
    funext j
    exact h N le_rfl j j.2.le j.2.ne'
```

## A nonsymmetric \(2\times2\) matrix

Take
\[
A=\begin{pmatrix}1&2\\3&4\end{pmatrix},\qquad p=q=\begin{pmatrix}1\\0\end{pmatrix}.
\]
Then \(d_0=1\) and \(a_0=1\), so \(v_1=(0,3)^T\), \(w_1=(0,2)^T\) and \(d_1=6\). Both pairings are nonzero, so the condition is met for \(m=2\). Continuing with \(a_1=4\) and \(c_1=6\),
\[
v_2=\begin{pmatrix}6\\12\end{pmatrix}-4\begin{pmatrix}0\\3\end{pmatrix}-6\begin{pmatrix}1\\0\end{pmatrix}=0,
\]
in agreement with termination at \(N=2\).

The proof evaluates the two cases \(j=0\) and \(j=1\). In the second case the pairing is \(6=2\cdot3\), and the last two lines show that the remaining factor 3 is nonzero.

```lean
/-- For an explicit nonsymmetric rational matrix the first two pairings are nonzero. -/
theorem lanczos_witness : ∀ j < 2,
    (lanczos (!![1, 2; 3, 4] : Matrix (Fin 2) (Fin 2) ℚ) ![1, 0] ![1, 0] j).w ⬝ᵥ
      (lanczos (!![1, 2; 3, 4] : Matrix (Fin 2) (Fin 2) ℚ) ![1, 0] ![1, 0] j).v ≠ 0 := by
  intro j hj
  interval_cases j <;>
    norm_num [lanczos, step, State.alpha, State.gamma, Matrix.mulVec, dotProduct,
      Fin.sum_univ_succ]
  -- the second pairing is 6 = 2 * 3; it remains to show that the factor 3 is nonzero
  change ¬((3 : ℚ) = 0)
  norm_num

end

end TwoSidedLanczos
```

```lean
#print axioms TwoSidedLanczos.lanczos_biorthogonal
#print axioms TwoSidedLanczos.projected_tridiagonal
#print axioms TwoSidedLanczos.finite_termination
```

```
'TwoSidedLanczos.lanczos_biorthogonal' depends on axioms: [propext, Classical.choice, Quot.sound]
'TwoSidedLanczos.projected_tridiagonal' depends on axioms: [propext, Classical.choice, Quot.sound]
'TwoSidedLanczos.finite_termination' depends on axioms: [propext, Classical.choice, Quot.sound]
```
